# The energy of an occupation relative to the step filling, with levels measured from any reference energy

The lemma `excess_energy` concerns `N` independent fermions on finitely many levels, `n` in number with `N ≤ n`, whose occupations `p i` lie between 0 and 1 and add up to `N`. It compares their energy `∑ i, e i * p i` with that of the step filling, in which the first `N` levels are full and the others empty; the levels need not be ordered by energy. The difference equals the sum of `(e i - μ) * (p i - stepFilling N i)` over all levels, for every real `μ`. The proof expands this sum in an auxiliary statement `key` into the energy difference minus `μ` times the difference of the two particle numbers, which vanishes because both are `N`.

An attempt in Lean 4 with a fault in it:

```lean
import Mathlib

open Finset

namespace AufbauPrinciple

/-- Occupations of `n` levels by `N` fermions: each lies between 0 and 1, and they add up
to `N`. -/
structure IsOccupation {n : ℕ} (N : ℕ) (p : Fin n → ℝ) : Prop where
  nonneg : ∀ i, 0 ≤ p i
  le_one : ∀ i, p i ≤ 1
  sum_eq : ∑ i, p i = (N : ℝ)

/-- The energy of independent particles with level energies `e` and occupations `p`. -/
def bandEnergy {n : ℕ} (e p : Fin n → ℝ) : ℝ := ∑ i, e i * p i

/-- The step filling: the first `N` levels are full and the others are empty. -/
noncomputable def stepFilling {n : ℕ} (N : ℕ) (i : Fin n) : ℝ :=
  if i.val < N then 1 else 0

/-- The step filling is an admissible occupation by `N` particles if there are at least
`N` levels. -/
theorem stepFilling_isOccupation {n N : ℕ} (hN : N ≤ n) :
    IsOccupation N (stepFilling N : Fin n → ℝ) where
  nonneg i := by unfold stepFilling; split_ifs <;> norm_num
  le_one i := by unfold stepFilling; split_ifs <;> norm_num
  sum_eq := by
    have h := Fin.sum_univ_eq_sum_range (fun k => if k < N then (1 : ℝ) else 0) n
    have hf : (range n).filter (fun k => k < N) = range N := by
      ext k
      simp only [mem_filter, mem_range]
      omega
    calc ∑ i : Fin n, stepFilling N i
        = ∑ k ∈ range n, (if k < N then (1 : ℝ) else 0) := h
      _ = (N : ℝ) := by rw [sum_boole, hf, card_range]

/-- The energy of an occupation relative to the step filling can be computed with all levels
measured from an arbitrary reference energy `μ`. -/
theorem excess_energy {n N : ℕ} (hN : N ≤ n) {p : Fin n → ℝ} (hp : IsOccupation N p)
    (e : Fin n → ℝ) (μ : ℝ) :
    bandEnergy e p - bandEnergy e (stepFilling N)
      = ∑ i, (e i - μ) * (p i - stepFilling N i) := by
  have hs := (stepFilling_isOccupation hN).sum_eq
  have key : ∑ i, (e i - μ) * (p i - stepFilling N i)
      = (∑ i, e i * p i - ∑ i, e i * stepFilling N i)
        - μ * (∑ i, p i - ∑ i, stepFilling N i) := by
    rw [← sum_sub_distrib, ← sum_sub_distrib, mul_sum, ← sum_sub_distrib]
    exact sum_congr rfl (fun i _ => by ring)
  -- the reference energy drops out because the particle numbers agree
  rw [key, hp.sum_eq, hs]
  unfold bandEnergy
  ring

end AufbauPrinciple
```

Lean reports:

```
Main.lean:46:26: error: don't know how to synthesize implicit argument `ι`
  @Finset.sum (Fin ?m.93) ℝ Real.instAddCommMonoid univ fun i => stepFilling N i
context:
n N : ℕ
hN : N ≤ n
p : Fin n → ℝ
hp : IsOccupation N p
e : Fin n → ℝ
μ : ℝ
hs : ∑ i, stepFilling N i = ↑N
⊢ Type
Main.lean:46:31: error: don't know how to synthesize implicit argument `n`
  @stepFilling ?m.93 N i
context:
n N : ℕ
hN : N ≤ n
p : Fin n → ℝ
hp : IsOccupation N p
e : Fin n → ℝ
μ : ℝ
hs : ∑ i, stepFilling N i = ↑N
i : Fin ?m.93
⊢ ℕ
Main.lean:46:28: error(lean.inferBinderTypeFailed): Failed to infer type of binder `i`
Main.lean:46:28: error: don't know how to synthesize implicit argument
  @univ (Fin ?m.93) (Fin.fintype ?m.93)
context:
n N : ℕ
hN : N ≤ n
p : Fin n → ℝ
hp : IsOccupation N p
e : Fin n → ℝ
μ : ℝ
hs : ∑ i, stepFilling N i = ↑N
⊢ Fintype (Fin ?m.93)
Main.lean:46:28: error: don't know how to synthesize implicit argument `α`
  @univ (Fin ?m.93) (Fin.fintype ?m.93)
context:
n N : ℕ
hN : N ≤ n
p : Fin n → ℝ
hp : IsOccupation N p
e : Fin n → ℝ
μ : ℝ
hs : ∑ i, stepFilling N i = ↑N
⊢ Type
Main.lean:42:52: error: unsolved goals
n N : ℕ
hN : N ≤ n
p : Fin n → ℝ
hp : IsOccupation N p
e : Fin n → ℝ
μ : ℝ
hs : ∑ i, stepFilling N i = ↑N
⊢ bandEnergy e p - bandEnergy e (stepFilling N) = ∑ i, (e i - μ) * (p i - stepFilling N i)
```

What went wrong. The fault is in the statement of `key`, in its last sum, `∑ i, stepFilling N i`. The number of levels is an implicit argument of `stepFilling`, to be read off from the type `Fin n` of the index. Here the index has no stated type, and the sum is just a real number, so nothing tells Lean how many levels it runs over. In the other sums of `key`, `e i` or `p i` settles this.

The first five messages all report this one gap, the unknown `?m.93` in `Fin ?m.93`: it leaves undetermined the index type of the sum, the implicit `n` of `stepFilling`, the type of the binder `i`, and the two implicit arguments of `univ`. The last message, "unsolved goals", is a consequence: since `key` could not be stated, the main goal was left unproved.

The repair writes `∑ i : Fin n, stepFilling N i`, which fixes the number of levels as `n`. The proof steps themselves are unchanged.

As a diff, the version that Lean accepts:

```diff
@@ -44,5 +44,5 @@
   have key : ∑ i, (e i - μ) * (p i - stepFilling N i)
       = (∑ i, e i * p i - ∑ i, e i * stepFilling N i)
-        - μ * (∑ i, p i - ∑ i, stepFilling N i) := by
+        - μ * (∑ i, p i - ∑ i : Fin n, stepFilling N i) := by
     rw [← sum_sub_distrib, ← sum_sub_distrib, mul_sum, ← sum_sub_distrib]
     exact sum_congr rfl (fun i _ => by ring)
```
